# The free energy of a harmonic mode is its zero-point energy plus a thermal term

For a single harmonic mode of frequency `w` at temperature `T`, both positive, the free energy is defined as T log(2 sinh(w/(2T))), in units where the reduced Planck constant and the Boltzmann constant are one. The theorem `modeFreeEnergy_eq` states that this equals w/2 + T log(1 − exp(−w/T)), the zero-point energy plus a thermal part. The attempt writes 2 sinh(w/(2T)) as exp(w/(2T)) times (1 − exp(−w/T)) and splits the logarithm of the product. For the split it supplies proofs that both factors are nonzero, and the step `hpos` serves this purpose by showing that the second is positive.

This version doesn't compile in Lean 4 with Mathlib:

```lean
import Mathlib

open Filter Topology

namespace ModeFreeEnergyEq

noncomputable section

/-- Free energy of one harmonic mode of frequency `w` at temperature `T`, for `w, T > 0`,
in units where the reduced Planck constant and the Boltzmann constant are one. -/
def modeFreeEnergy (w T : ℝ) : ℝ := T * Real.log (2 * Real.sinh (w / (2 * T)))

/-- For positive frequency and temperature, the free energy of a mode is its zero-point energy
plus a thermal part. -/
theorem modeFreeEnergy_eq {w T : ℝ} (hw : 0 < w) (hT : 0 < T) :
    modeFreeEnergy w T = w / 2 + T * Real.log (1 - Real.exp (-(w / T))) := by
  have hpos : 0 < 1 - Real.exp (-(w / T)) :=
    sub_pos.2 (Real.exp_lt_one (neg_lt_zero.2 (div_pos hw hT)))
  have e : w / (2 * T) + -(w / T) = -(w / (2 * T)) := by ring
  have h : 2 * Real.sinh (w / (2 * T))
      = Real.exp (w / (2 * T)) * (1 - Real.exp (-(w / T))) := by
    rw [Real.sinh_eq, mul_sub, mul_one, ← Real.exp_add, e]
    ring
  have hz : T * (w / (2 * T)) = w / 2 := by field_simp
  unfold modeFreeEnergy
  rw [h, Real.log_mul (Real.exp_pos _).ne' hpos.ne', Real.log_exp, mul_add, hz]

end

end ModeFreeEnergyEq
```

Lean reports:

```
Main.lean:18:15: error(lean.unknownIdentifier): Unknown constant `Real.exp_lt_one`
```

The message says that Lean knows no constant called `Real.exp_lt_one` in this file's environment. The name is used in `hpos`, where `sub_pos.2` reduces the positivity of 1 − exp(−w/T) to the inequality exp(−w/T) < 1. The mathematics of the step is sound, since −w/T is negative when `w` and `T` are positive, but the lemma cited for the inequality cannot be found.

The repair cites `Real.exp_lt_one_iff` instead, an equivalence between exp x < 1 and x < 0. Its reverse direction, selected by `.2`, turns a proof that the exponent is negative into the inequality needed. That proof, `neg_lt_zero.2 (div_pos hw hT)`, was already in place and is kept as it was. Nothing else in the file changes.

Lean accepts the file once it reads:

```diff
@@ -16,5 +16,5 @@
     modeFreeEnergy w T = w / 2 + T * Real.log (1 - Real.exp (-(w / T))) := by
   have hpos : 0 < 1 - Real.exp (-(w / T)) :=
-    sub_pos.2 (Real.exp_lt_one (neg_lt_zero.2 (div_pos hw hT)))
+    sub_pos.2 (Real.exp_lt_one_iff.2 (neg_lt_zero.2 (div_pos hw hT)))
   have e : w / (2 * T) + -(w / T) = -(w / (2 * T)) := by ring
   have h : 2 * Real.sinh (w / (2 * T))
```
